# The permutation test accepts a pure product state with probability given by its Gram permanent over $k!$

To test whether $k$ quantum registers of dimension $d$ all hold the same pure state, we represent their joint state by its amplitude function on strings of $k$ basis labels, so that permuting registers means permuting the labels in a string. If the registers are prepared separately in unit vectors $v_0,\dots,v_{k-1}$, the acceptance probability is the permanent of the matrix of overlaps $\langle v_i,v_j\rangle$, divided by $k!$.

In Lean 4 with Mathlib:

```lean
import Mathlib

open scoped ComplexConjugate

namespace PermutationTest

noncomputable section

/-- The Hermitian inner product of two amplitude functions, conjugate-linear in the first. -/
def overlap {ι : Type} [Fintype ι] (φ ψ : ι → ℂ) : ℂ := ∑ x, conj (φ x) * ψ x

/-- The squared norm of a state, the sum of its squared amplitude moduli. -/
def normSq {ι : Type} [Fintype ι] (ψ : ι → ℂ) : ℝ := ∑ x, ‖ψ x‖ ^ 2

/-- The operator that permutes the `k` tensor factors of a state of `k` registers of
dimension `d`. -/
def permute {k : ℕ} (d : ℕ) (σ : Equiv.Perm (Fin k)) :
    ((Fin k → Fin d) → ℂ) →ₗ[ℂ] ((Fin k → Fin d) → ℂ) where
  toFun ψ := fun x => ψ (x ∘ σ)
  map_add' _ _ := rfl
  map_smul' _ _ := rfl

/-- The average of all `k!` permutation operators. -/
def symmetrizer (k d : ℕ) : ((Fin k → Fin d) → ℂ) →ₗ[ℂ] ((Fin k → Fin d) → ℂ) :=
  (k.factorial : ℂ)⁻¹ • ∑ σ : Equiv.Perm (Fin k), permute d σ

/-- The product state `v₀ ⊗ ⋯ ⊗ v_{k-1}`, with amplitude `∏ i, v i (x i)` on the string `x`. -/
def productState {k d : ℕ} (v : Fin k → Fin d → ℂ) : (Fin k → Fin d) → ℂ :=
  fun x => ∏ i, v i (x i)

/-- The Gram matrix of the vectors `v₀, …, v_{k-1}`, with entries `overlap (v i) (v j)`. -/
def gramMatrix {k d : ℕ} (v : Fin k → Fin d → ℂ) : Matrix (Fin k) (Fin k) ℂ :=
  Matrix.of fun i j => overlap (v i) (v j)

/-- The uniform superposition of all permutations in the control register. -/
def uniformControl (k : ℕ) : Equiv.Perm (Fin k) → ℂ :=
  fun _ => ((√(k.factorial : ℝ) : ℝ) : ℂ)⁻¹

/-- The branch of the test circuit in which, after the controlled permutation, the control
register is found in its initial uniform superposition. -/
def acceptedBranch {k d : ℕ} (ψ : (Fin k → Fin d) → ℂ) : (Fin k → Fin d) → ℂ :=
  fun x => overlap (uniformControl k) (fun σ => uniformControl k σ * permute d σ ψ x)

/-- The inner product of a state with itself is its squared norm. -/
theorem overlap_self {ι : Type} [Fintype ι] (ψ : ι → ℂ) :
    overlap ψ ψ = (normSq ψ : ℂ) := by
  simp only [overlap, normSq, Complex.conj_mul', Complex.ofReal_sum, Complex.ofReal_pow]

/-- Expansion of the squared norm of `w - a v`. -/
theorem overlap_sub_smul {ι : Type} [Fintype ι] (w v : ι → ℂ) (a : ℂ) :
    overlap (w - a • v) (w - a • v) =
      overlap w w - a * overlap w v - conj a * overlap v w + conj a * a * overlap v v := by
  simp only [overlap, Finset.mul_sum, ← Finset.sum_sub_distrib, ← Finset.sum_add_distrib]
  refine Finset.sum_congr rfl fun x _ => ?_
  simp only [Pi.sub_apply, Pi.smul_apply, smul_eq_mul, map_sub, map_mul]
  ring

/-- For unit vectors, the part of `w` orthogonal to `v` has squared norm `1 - |⟨v,w⟩|²`. -/
theorem normSq_residual {ι : Type} [Fintype ι] (v w : ι → ℂ)
    (hv : normSq v = 1) (hw : normSq w = 1) :
    normSq (w - overlap v w • v) = 1 - ‖overlap v w‖ ^ 2 := by
  have hc : overlap w v = conj (overlap v w) := by
    simp only [overlap, map_sum, map_mul, Complex.conj_conj, mul_comm]
  apply Complex.ofReal_injective
  rw [← overlap_self, overlap_sub_smul, hc, overlap_self, overlap_self, hv, hw]
  push_cast
  rw [← Complex.conj_mul']
  ring

/-- The averaged state is invariant under every permutation, and every
permutation-invariant state is left unchanged by the average. -/
theorem symmetrizer_range {k d : ℕ} (ψ : (Fin k → Fin d) → ℂ) :
    (∀ τ, permute d τ (symmetrizer k d ψ) = symmetrizer k d ψ) ∧
    ((∀ σ, permute d σ ψ = ψ) → symmetrizer k d ψ = ψ) := by
  constructor
  · intro τ
    funext x
    change symmetrizer k d ψ (x ∘ τ) = symmetrizer k d ψ x
    simp only [symmetrizer, LinearMap.smul_apply, LinearMap.sum_apply, Finset.sum_apply,
      Pi.smul_apply]
    congr 1
    -- left multiplication by `τ` only reorders the group sum
    exact Equiv.sum_comp (Equiv.mulLeft τ) (fun σ => permute d σ ψ x)
  · intro h
    simp only [symmetrizer, LinearMap.smul_apply, LinearMap.sum_apply, h, Finset.sum_const,
      Finset.card_univ, Fintype.card_perm, Fintype.card_fin]
    rw [← Nat.cast_smul_eq_nsmul ℂ, smul_smul,
      inv_mul_cancel₀ (Nat.cast_ne_zero.mpr k.factorial_ne_zero), one_smul]

/-- The average of all permutation operators is an orthogonal projector: it is idempotent
and self-adjoint. -/
theorem symmetrizer_orthogonal_projector (k d : ℕ) :
    (∀ ψ, symmetrizer k d (symmetrizer k d ψ) = symmetrizer k d ψ) ∧
    (∀ φ ψ, overlap (symmetrizer k d φ) ψ = overlap φ (symmetrizer k d ψ)) := by
  refine ⟨fun ψ => (symmetrizer_range _).2 (symmetrizer_range ψ).1, fun φ ψ => ?_⟩
  -- the adjoint of a permutation operator is that of the inverse permutation
  have hσ : ∀ σ : Equiv.Perm (Fin k),
      overlap (permute d σ φ) ψ = overlap φ (permute d σ⁻¹ ψ) := by
    intro σ
    refine Fintype.sum_equiv (Equiv.arrowCongr σ.symm (Equiv.refl (Fin d))) _ _ fun x => ?_
    have hx : (x ∘ σ) ∘ ⇑σ⁻¹ = x := by
      funext i
      simp
    change conj (φ (x ∘ σ)) * ψ x = conj (φ (x ∘ σ)) * ψ ((x ∘ σ) ∘ ⇑σ⁻¹)
    rw [hx]
  have hL : overlap (symmetrizer k d φ) ψ =
      (k.factorial : ℂ)⁻¹ * ∑ σ, overlap (permute d σ φ) ψ := by
    simp only [overlap, symmetrizer, LinearMap.smul_apply, LinearMap.sum_apply,
      Finset.sum_apply, Pi.smul_apply, smul_eq_mul, map_mul, map_sum, map_inv₀, map_natCast,
      Finset.mul_sum, Finset.sum_mul]
    rw [Finset.sum_comm]
    exact Finset.sum_congr rfl fun σ _ => Finset.sum_congr rfl fun x _ => by ring
  have hR : overlap φ (symmetrizer k d ψ) =
      (k.factorial : ℂ)⁻¹ * ∑ σ, overlap φ (permute d σ ψ) := by
    simp only [overlap, symmetrizer, LinearMap.smul_apply, LinearMap.sum_apply,
      Finset.sum_apply, Pi.smul_apply, smul_eq_mul, Finset.mul_sum]
    rw [Finset.sum_comm]
    exact Finset.sum_congr rfl fun σ _ => Finset.sum_congr rfl fun x _ => by ring
  rw [hL, hR]
  simp only [hσ]
  congr 1
  exact Equiv.sum_comp (Equiv.inv (Equiv.Perm (Fin k))) (fun σ => overlap φ (permute d σ ψ))

/-- The accepted branch of the test circuit is the average of all permuted states. -/
theorem acceptedBranch_eq {k d : ℕ} (ψ : (Fin k → Fin d) → ℂ) :
    acceptedBranch ψ = symmetrizer k d ψ := by
  have hs : ((√(k.factorial : ℝ) : ℝ) : ℂ)⁻¹ * ((√(k.factorial : ℝ) : ℝ) : ℂ)⁻¹ =
      (k.factorial : ℂ)⁻¹ := by
    rw [← mul_inv, ← Complex.ofReal_mul, Real.mul_self_sqrt (Nat.cast_nonneg _),
      Complex.ofReal_natCast]
  funext x
  simp only [acceptedBranch, uniformControl, overlap, map_inv₀, Complex.conj_ofReal,
    symmetrizer, LinearMap.smul_apply, LinearMap.sum_apply, Finset.sum_apply,
    Pi.smul_apply, smul_eq_mul]
  rw [← hs, Finset.mul_sum]
  exact Finset.sum_congr rfl fun σ _ => by ring

/-- The overlap of a product state with its permuted copy is a product of one-register
overlaps. -/
theorem overlap_product_permute {k d : ℕ} (v : Fin k → Fin d → ℂ) (σ : Equiv.Perm (Fin k)) :
    overlap (productState v) (permute d σ (productState v)) =
      ∏ i, overlap (v (σ i)) (v i) := by
  have h : ∏ i, overlap (v (σ i)) (v i) = ∏ i, overlap (v i) (v (σ⁻¹ i)) := by
    rw [← Equiv.prod_comp σ (fun i => overlap (v i) (v (σ⁻¹ i)))]
    simp
  rw [h]
  simp only [overlap]
  rw [Finset.prod_univ_sum, Fintype.piFinset_univ]
  refine Finset.sum_congr rfl fun x _ => ?_
  have hx : permute d σ (productState v) x = ∏ i, v (σ⁻¹ i) (x i) := by
    rw [← Equiv.prod_comp σ (fun i => v (σ⁻¹ i) (x i))]
    simp [permute, productState]
  rw [hx, productState, map_prod, Finset.prod_mul_distrib]

/-- The squared norm of the symmetrized product state is the permanent of the Gram matrix
divided by `k!`. -/
theorem normSq_symmetrizer_product {k d : ℕ} (v : Fin k → Fin d → ℂ) :
    (normSq (symmetrizer k d (productState v)) : ℂ) =
      (gramMatrix v).permanent / (k.factorial : ℂ) := by
  have hP := symmetrizer_orthogonal_projector k d
  rw [← overlap_self, hP.2, hP.1]
  -- the expectation value of the projector is an average over permutations
  have hR : overlap (productState v) (symmetrizer k d (productState v)) =
      (k.factorial : ℂ)⁻¹ *
        ∑ σ, overlap (productState v) (permute d σ (productState v)) := by
    simp only [overlap, symmetrizer, LinearMap.smul_apply, LinearMap.sum_apply,
      Finset.sum_apply, Pi.smul_apply, smul_eq_mul, Finset.mul_sum]
    rw [Finset.sum_comm]
    exact Finset.sum_congr rfl fun σ _ => Finset.sum_congr rfl fun x _ => by ring
  rw [hR, div_eq_inv_mul]
  simp only [overlap_product_permute, Matrix.permanent, gramMatrix, Matrix.of_apply]

/-- For unit vectors, the symmetrized product state has norm one exactly when all pairwise
overlaps have modulus one. -/
theorem certain_acceptance_iff {k d : ℕ} (v : Fin k → Fin d → ℂ)
    (hv : ∀ i, normSq (v i) = 1) :
    normSq (symmetrizer k d (productState v)) = 1 ↔
      ∀ i j, ‖overlap (v i) (v j)‖ = 1 := by
  have hz : ∀ {ι : Type} [Fintype ι] (f : ι → ℂ), normSq f = 0 → f = 0 := by
    intro ι _ f hf
    funext x
    have h := (Finset.sum_eq_zero_iff_of_nonneg (fun y _ => sq_nonneg ‖f y‖)).mp hf x
      (Finset.mem_univ x)
    simpa using h
  have hn : normSq (productState v) = 1 := by
    have h1 : permute d 1 (productState v) = productState v := rfl
    have h := overlap_product_permute v 1
    rw [h1] at h
    apply Complex.ofReal_injective
    rw [← overlap_self, h]
    simp [overlap_self, hv]
  constructor
  · intro h i j
    have hP := symmetrizer_orthogonal_projector k d
    -- no norm is lost, so by Pythagoras the product state is symmetric
    have hfix : symmetrizer k d (productState v) = productState v := by
      have h2 : overlap (productState v) (symmetrizer k d (productState v)) = 1 := by
        rw [← hP.1, ← hP.2, overlap_self, h, Complex.ofReal_one]
      have h3 := (hP.2 (productState v) (productState v)).trans h2
      have hs := overlap_sub_smul (productState v) (symmetrizer k d (productState v)) 1
      rw [one_smul, map_one, h2, h3, overlap_self, overlap_self, overlap_self, hn, h] at hs
      have h0 : normSq (productState v - symmetrizer k d (productState v)) = 0 := by
        apply Complex.ofReal_injective
        rw [hs]
        simp
      exact (sub_eq_zero.mp (hz _ h0)).symm
    have hσ : permute d (Equiv.swap i j) (productState v) = productState v := by
      have h4 := (symmetrizer_range (productState v)).1 (Equiv.swap i j)
      rwa [hfix] at h4
    have hle : ∀ a b, ‖overlap (v a) (v b)‖ ≤ 1 := by
      intro a b
      have h5 := normSq_residual (v a) (v b) (hv a) (hv b)
      have h6 : 0 ≤ normSq (v b - overlap (v a) (v b) • v a) :=
        Finset.sum_nonneg fun _ _ => sq_nonneg _
      nlinarith [norm_nonneg (overlap (v a) (v b))]
    have hp := overlap_product_permute v (Equiv.swap i j)
    rw [hσ, overlap_self, hn] at hp
    have hm : 1 = ∏ l, ‖overlap (v (Equiv.swap i j l)) (v l)‖ := by
      rw [← norm_prod, ← hp]
      simp
    -- a product of factors at most one equals one, so each factor is one
    rw [← Finset.mul_prod_erase Finset.univ
      (fun l => ‖overlap (v (Equiv.swap i j l)) (v l)‖) (Finset.mem_univ j)] at hm
    simp only [Equiv.swap_apply_right] at hm
    exact le_antisymm (hle i j) (hm.le.trans (mul_le_of_le_one_right (norm_nonneg _)
      (Finset.prod_le_one (fun _ _ => norm_nonneg _) (fun _ _ => hle _ _))))
  · intro h
    rw [(symmetrizer_range (productState v)).2 ?_, hn]
    intro σ
    funext x
    change ∏ i, v i (x (σ i)) = ∏ i, v i (x i)
    rcases isEmpty_or_nonempty (Fin k) with he | ⟨⟨o⟩⟩
    · simp
    · -- all vectors are multiples of one of them
      have hpar : ∀ i y, v i y = overlap (v o) (v i) * v o y := by
        intro i y
        have h0 : normSq (v i - overlap (v o) (v i) • v o) = 0 := by
          rw [normSq_residual _ _ (hv o) (hv i), h o i]
          norm_num
        exact sub_eq_zero.mp (congrFun (hz _ h0) y)
      have key : ∀ τ : Equiv.Perm (Fin k), ∏ i, v i (x (τ i)) =
          (∏ i, overlap (v o) (v i)) * ∏ i, v o (x i) := by
        intro τ
        rw [← Equiv.prod_comp τ (fun i => v o (x i)), ← Finset.prod_mul_distrib]
        exact Finset.prod_congr rfl fun i _ => hpar i _
      exact (key σ).trans (key 1).symm

/-- The swap test: for two unit vectors the squared norm of the symmetrized product state
is `(1 + |⟨v,w⟩|²) / 2`. -/
theorem swap_test {d : ℕ} (v w : Fin d → ℂ) (hv : normSq v = 1) (hw : normSq w = 1) :
    normSq (symmetrizer 2 d (productState ![v, w])) = (1 + ‖overlap v w‖ ^ 2) / 2 := by
  have hc : overlap w v = conj (overlap v w) := by
    simp only [overlap, map_sum, map_mul, Complex.conj_conj, mul_comm]
  have hu : (Finset.univ : Finset (Equiv.Perm (Fin 2))) = {1, Equiv.swap 0 1} := by decide
  have hperm : (gramMatrix ![v, w]).permanent = 1 + (‖overlap v w‖ : ℂ) ^ 2 := by
    rw [Matrix.permanent, hu, Finset.sum_pair (by decide)]
    simp [Fin.prod_univ_two, gramMatrix, overlap_self, hv, hw, hc, Complex.conj_mul']
  apply Complex.ofReal_injective
  rw [normSq_symmetrizer_product, hperm, Nat.factorial_two]
  push_cast
  rfl

end

end PermutationTest
```

```lean
#print axioms PermutationTest.acceptedBranch_eq
#print axioms PermutationTest.overlap_product_permute
#print axioms PermutationTest.certain_acceptance_iff
#print axioms PermutationTest.swap_test
```

```
'PermutationTest.acceptedBranch_eq' depends on axioms: [propext, Classical.choice, Quot.sound]
'PermutationTest.overlap_product_permute' depends on axioms: [propext, Classical.choice, Quot.sound]
'PermutationTest.certain_acceptance_iff' depends on axioms: [propext, Classical.choice, Quot.sound]
'PermutationTest.swap_test' depends on axioms: [propext, Classical.choice, Quot.sound]
```

## Registers, permutations and the circuit

A label string $x$ is a function `Fin k → Fin d`, and a state $\psi$ assigns a complex amplitude to each string. Indices run from $0$ to $k-1$, as in `Fin k`. The inner product `overlap` is conjugate-linear in its first argument, and `normSq` is the squared norm. The product state $\Psi=v_0\otimes\cdots\otimes v_{k-1}$ has amplitudes $\Psi(x)=\prod_i v_i(x_i)$.

For a permutation $\sigma$, `permute d σ` is the operator

$$(U_\sigma\psi)(x)=\psi(x\circ\sigma).$$

It moves the content of register $i$ to register $\sigma(i)$. The average, called `symmetrizer`, is $P=\frac1{k!}\sum_\sigma U_\sigma$.

The test prepares a control register in the uniform superposition of all $k!$ permutations, applies $U_\sigma$ conditioned on the control value $\sigma$, and accepts if the control is found in its initial state. Each permutation contributes an amplitude $1/\sqrt{k!}$ from the preparation and another from the projection, so the accepted branch is

$$\sum_\sigma \frac{1}{\sqrt{k!}}\,\frac{1}{\sqrt{k!}}\,U_\sigma\psi=P\psi .$$

This is `acceptedBranch_eq`. For a normalised input, the Born rule turns $\|P\psi\|^2$ into the acceptance probability. That reading is the step from the model to an experiment, and it presumes a noiseless circuit.

## Averaging projects onto the symmetric states

Applying one more permutation $\tau$ to the average only reorders the group sum:

$$(U_\tau P\psi)(x)=\frac1{k!}\sum_\sigma\psi(x\circ\tau\circ\sigma)=(P\psi)(x).$$

So $P\psi$ is symmetric. Conversely, if every $U_\sigma$ fixes $\psi$, then $P\psi$ is an average of $k!$ copies of $\psi$, which is $\psi$. These are the two halves of `symmetrizer_range`; the reordering is `Equiv.sum_comp` applied to left multiplication by $\tau$. Applying the second half to the symmetric state $P\psi$ gives $P^2=P$.

For self-adjointness, substitute $y=x\circ\sigma$ in the sum over strings:

$$\langle U_\sigma\varphi,\psi\rangle=\sum_x\overline{\varphi(x\circ\sigma)}\,\psi(x)=\sum_y\overline{\varphi(y)}\,\psi(y\circ\sigma^{-1})=\langle\varphi,U_{\sigma^{-1}}\psi\rangle .$$

Summing over $\sigma$ is the same as summing over $\sigma^{-1}$, hence $\langle P\varphi,\psi\rangle=\langle\varphi,P\psi\rangle$. The theorem `symmetrizer_orthogonal_projector` states both properties. In its proof, `hσ` is the substitution, while `hL` and `hR` pull the average out of the inner product.

## From overlaps to the permanent

After the permutation, register $j$ of $U_\sigma\Psi$ holds $v_{\sigma^{-1}(j)}$. The sum over all strings factorises into one sum per register:

$$\langle\Psi,U_\sigma\Psi\rangle=\prod_j\langle v_j,v_{\sigma^{-1}(j)}\rangle=\prod_i\langle v_{\sigma(i)},v_i\rangle ,$$

where the last step sets $j=\sigma(i)$. This is `overlap_product_permute`; `Finset.prod_univ_sum` performs the factorisation, read from the product of sums to the sum of products.

Let $G_{ij}=\langle v_i,v_j\rangle$ be the Gram matrix. Since $P$ is self-adjoint and idempotent,

$$\|P\Psi\|^2=\langle\Psi,P\Psi\rangle=\frac1{k!}\sum_\sigma\prod_i G_{\sigma(i),i}=\frac{\operatorname{perm}G}{k!}.$$

The theorem `normSq_symmetrizer_product` states this as an equality of complex numbers, with the real squared norm on the left. It needs no normalisation. For nonzero vectors of other lengths, the acceptance probability of the normalised states is $\operatorname{perm}G/(k!\prod_i G_{ii})$.

For two unit vectors $v,w$ the permutations are the identity and the exchange, which `swap_test` enumerates with `decide`. They contribute $1$ and $|\langle v,w\rangle|^2$, giving the swap-test value

$$\frac{1+|\langle v,w\rangle|^2}{2}.$$

## For product inputs, certain acceptance means equal states up to phase

For unit vectors, `certain_acceptance_iff` says that $\|P\Psi\|^2=1$ exactly when $|\langle v_i,v_j\rangle|=1$ for all $i,j$.

Both directions use the part of one unit vector orthogonal to another. With $a=\langle v,w\rangle$, `overlap_sub_smul` expands the square and `normSq_residual` simplifies it:

$$\|w-av\|^2=1-a\overline a-\overline a a+|a|^2=1-|a|^2 .$$

The left side is nonnegative, so $|a|\le1$; if $|a|=1$, then $w=av$.

Suppose $\|P\Psi\|^2=1$. The identity permutation in the overlap formula gives $\|\Psi\|^2=\prod_i\|v_i\|^2=1$. Also $\langle\Psi,P\Psi\rangle=\|P\Psi\|^2=1$, so

$$\|\Psi-P\Psi\|^2=1-1-1+1=0 .$$

Thus $\Psi=P\Psi$ is symmetric (`hfix`). Let $\tau$ exchange $i$ and $j$. Then

$$1=|\langle\Psi,U_\tau\Psi\rangle|=\prod_l|\langle v_{\tau(l)},v_l\rangle| .$$

Every factor is at most one, so each must equal one. The factor at $l=j$ is $|\langle v_i,v_j\rangle|$, which `Finset.mul_prod_erase` separates from the rest.

Conversely, suppose all overlaps have modulus one. If there are no registers, the product state is trivially symmetric. Otherwise choose a register $o$ and set $c_i=\langle v_o,v_i\rangle$. The residual vanishes, so $v_i=c_iv_o$ (`hpar`), and for every $\sigma$

$$\Psi(x\circ\sigma)=\prod_i c_i\prod_i v_o(x_{\sigma(i)})=\prod_i c_i\prod_i v_o(x_i)=\Psi(x).$$

Hence $P\Psi=\Psi$, which has norm one.

## Where the formula applies

In quantum algorithms for chemistry, the test can compare several state preparations at once, with this acceptance formula holding for pure, mutually unentangled inputs on finite registers. If the $v_i$ are instead the orbitals of $k$ bosons, expanded in a finite orthonormal basis, $\operatorname{perm}G/k!$ is the squared norm of their product after projection with $P$. For a statistical mixture of product states, the acceptance probability is the average of the individual ones. For entangled inputs the factorisation into one-register overlaps is not available, and certain acceptance no longer means equal pure states: with $k=2$, the state $(|01\rangle+|10\rangle)/\sqrt2$ is symmetric and always accepted, although neither register holds a pure state.
